# A power with exponent between 0 and 1 lies below its tangent, touching it only at the point of tangency

For a real exponent $0 < p < 1$, a volume $x \ge 0$ and a reference volume $m > 0$, the lemma states that $x^p \le m^p\,(1 + p(x/m - 1))$, with equality exactly when $x = m$. The right-hand side is the tangent to the power law at $m$, so the lemma bounds a sublinear function of volume by its linear approximation. It concerns only the three real numbers $p$, $x$ and $m$, and assumes no equation of motion or distribution of volumes. The proof treats $x = m$ by direct calculation; otherwise it applies the strict Bernoulli inequality to the relative excess $x/m - 1$ and multiplies the result by $m^p$.

Lean 4 with Mathlib refuses this proof:

```lean
import Mathlib

open Finset

namespace DropletCoarsening

noncomputable section

/-- For `0 < p < 1` the power `x ^ p` lies below its tangent at the volume `m`, and meets it only at
`m`. -/
theorem tangent_bound {p x m : ℝ} (hp : 0 < p) (hp1 : p < 1) (hx : 0 ≤ x) (hm : 0 < m) :
    x ^ p ≤ m ^ p * (1 + p * (x / m - 1)) ∧
      (x ^ p = m ^ p * (1 + p * (x / m - 1)) ↔ x = m) := by
  by_cases h : x = m
  · have e : x ^ p = m ^ p * (1 + p * (x / m - 1)) := by
      rw [h, div_self hm.ne']
      ring
    exact ⟨e.le, fun _ => h, fun _ => e⟩
  · have hq : 0 ≤ x / m := div_nonneg hx hm.le
    have hne : x / m - 1 ≠ 0 := fun e =>
      h ((div_eq_one_iff_eq hm.ne').mp (by linarith))
    -- Bernoulli's inequality for the relative excess volume
    have b := Real.rpow_one_add_lt_one_add_mul_self (by linarith : -1 ≤ x / m - 1) hne hp hp1
    rw [show 1 + (x / m - 1) = x / m by ring] at b
    have e : x ^ p = m ^ p * (x / m) ^ p := by
      rw [← Real.mul_rpow hm.le hq]
      congr 1
      field_simp
    have hlt : x ^ p < m ^ p * (1 + p * (x / m - 1)) := by
      rw [e]
      exact mul_lt_mul_of_pos_left b (Real.rpow_pos_of_pos hm p)
    exact ⟨hlt.le, fun e => absurd e hlt.ne, fun e => absurd e h⟩

end

end DropletCoarsening
```

The error:

```
Main.lean:23:14: error(lean.unknownIdentifier): Unknown constant `Real.rpow_one_add_lt_one_add_mul_self`
```

Fix (accepted with no message):

```diff
@@ -21,5 +21,5 @@
       h ((div_eq_one_iff_eq hm.ne').mp (by linarith))
     -- Bernoulli's inequality for the relative excess volume
-    have b := Real.rpow_one_add_lt_one_add_mul_self (by linarith : -1 ≤ x / m - 1) hne hp hp1
+    have b := rpow_one_add_lt_one_add_mul_self (by linarith : -1 ≤ x / m - 1) hne hp hp1
     rw [show 1 + (x / m - 1) = x / m by ring] at b
     have e : x ^ p = m ^ p * (x / m) ^ p := by
```

Diagnosis. The message says that Lean knows no constant called `Real.rpow_one_add_lt_one_add_mul_self`. The strict Bernoulli inequality that the proof needs is in Mathlib, but its name is `rpow_one_add_lt_one_add_mul_self`, without the `Real` prefix. Lean does not drop a written prefix to look for a shorter name, so the lookup fails, although the lemma is available through `import Mathlib`.

The diff makes one change: it removes `Real.` from the name. The arguments stay as they were, namely the bound `-1 ≤ x / m - 1`, the fact `hne` that this excess is not zero, and the two bounds on `p`. With the right name they are accepted, and the rest of the proof compiles unchanged. The fault was therefore in the name alone, not in the mathematical argument.
